# The Ewald kernel of any multipole order from the order-zero kernel and a finite sum of Gaussian terms

For separation r > 0, real splitting parameter η and natural number l, the Ewald kernel I_l is the integral of t^(2l) exp(−r²t²) over t > η. The lemma `ewaldKernel_closed_form` reduces every order to order zero: r^(2l) I_l = Γ(l + 1/2) · [I_0/√π + ½ exp(−r²η²) · Σ r^(2k) η^(2k+1)/Γ(k + 3/2)], with k running from 0 to l − 1. The proof is by induction on l. Its step combines the recursion between I_(l+1) and I_l, already proved by integrating a derivative over the half-line, with Γ(l + 3/2) = (l + 1/2) Γ(l + 1/2).

An attempt in Lean 4 with a fault in it:

```lean
import Mathlib

open MeasureTheory Set

namespace EwaldMultipoleKernel

noncomputable section

/-- The Ewald kernel of multipole order `l` at separation `r > 0` with splitting parameter `η`:
the integral of `t^(2l) exp(-r² t²)` over `t > η`. -/
def ewaldKernel (r η : ℝ) (l : ℕ) : ℝ :=
  ∫ t in Ioi η, t ^ (2 * l) * Real.exp (-r ^ 2 * t ^ 2)

/-- Every power of `t` times the Gaussian `exp(-r² t²)` is integrable on the real line. -/
theorem integrable_moment {r : ℝ} (hr : 0 < r) (n : ℕ) :
    Integrable (fun t : ℝ => t ^ n * Real.exp (-r ^ 2 * t ^ 2)) := by
  have hn : (0 : ℝ) ≤ n := Nat.cast_nonneg n
  have h := integrable_rpow_mul_exp_neg_mul_sq (b := r ^ 2) (by positivity)
    (s := (n : ℝ)) (by linarith)
  simpa only [Real.rpow_natCast] using h

/-- The derivative of `t^(2l+1) exp(-r² t²)` combines the integrands of the kernels of
orders `l` and `l + 1`. -/
theorem hasDerivAt_boundary (r t : ℝ) (l : ℕ) :
    HasDerivAt (fun t : ℝ => t ^ (2 * l + 1) * Real.exp (-r ^ 2 * t ^ 2))
      ((2 * (l : ℝ) + 1) * (t ^ (2 * l) * Real.exp (-r ^ 2 * t ^ 2))
        - 2 * r ^ 2 * (t ^ (2 * (l + 1)) * Real.exp (-r ^ 2 * t ^ 2))) t := by
  have h1 := hasDerivAt_pow (2 * l + 1) t
  have h2 : HasDerivAt (fun t : ℝ => -r ^ 2 * t ^ 2) (-r ^ 2 * (2 * t)) t :=
    ((hasDerivAt_pow 2 t).const_mul (-r ^ 2)).congr_deriv (by norm_num)
  refine (h1.fun_mul h2.exp).congr_deriv ?_
  simp only [Nat.add_sub_cancel]
  push_cast
  ring

/-- Recursion of the Ewald kernel in the multipole order:
`2r² I_(l+1) = (2l+1) I_l + η^(2l+1) exp(-r² η²)`. -/
theorem ewaldKernel_recursion {r : ℝ} (hr : 0 < r) (η : ℝ) (l : ℕ) :
    2 * r ^ 2 * ewaldKernel r η (l + 1)
      = (2 * (l : ℝ) + 1) * ewaldKernel r η l
        + η ^ (2 * l + 1) * Real.exp (-r ^ 2 * η ^ 2) := by
  have hi0 := (integrable_moment hr (2 * l)).const_mul (2 * (l : ℝ) + 1)
  have hi1 := (integrable_moment hr (2 * (l + 1))).const_mul (2 * r ^ 2)
  have hint : IntegrableOn (fun t : ℝ =>
      (2 * (l : ℝ) + 1) * (t ^ (2 * l) * Real.exp (-r ^ 2 * t ^ 2))
        - 2 * r ^ 2 * (t ^ (2 * (l + 1)) * Real.exp (-r ^ 2 * t ^ 2))) (Ioi η) :=
    (hi0.sub hi1).integrableOn
  -- the boundary term vanishes at infinity
  have hlim := tendsto_zero_of_hasDerivAt_of_integrableOn_Ioi (a := η)
    (fun t _ => hasDerivAt_boundary r t l) hint
    (integrable_moment hr (2 * l + 1)).integrableOn
  -- integrate the derivative over the half-line
  have hftc := integral_Ioi_of_hasDerivAt_of_tendsto' (a := η)
    (fun t _ => hasDerivAt_boundary r t l) hint hlim
  rw [integral_sub (hi0.integrableOn (s := Ioi η)) (hi1.integrableOn (s := Ioi η)),
    integral_const_mul, integral_const_mul] at hftc
  unfold ewaldKernel
  linarith

/-- The half-integer Gamma values obey `Γ(l + 3/2) = (l + 1/2) Γ(l + 1/2)`. -/
theorem gamma_step (l : ℕ) :
    Real.Gamma ((l : ℝ) + 3 / 2) = ((l : ℝ) + 1 / 2) * Real.Gamma ((l : ℝ) + 1 / 2) := by
  rw [show (l : ℝ) + 3 / 2 = ((l : ℝ) + 1 / 2) + 1 by ring,
    Real.Gamma_add_one (by positivity)]

/-- The recursion solved: the kernel of order `l` is given by the kernel of order zero and
a finite sum of Gaussian terms. -/
theorem ewaldKernel_closed_form {r : ℝ} (hr : 0 < r) (η : ℝ) (l : ℕ) :
    r ^ (2 * l) * ewaldKernel r η l = Real.Gamma ((l : ℝ) + 1 / 2) *
      (ewaldKernel r η 0 / √Real.pi + Real.exp (-r ^ 2 * η ^ 2) / 2 *
        ∑ k ∈ Finset.range l, r ^ (2 * k) * η ^ (2 * k + 1) / Real.Gamma ((k : ℝ) + 3 / 2)) := by
  have cancel : ∀ x y : ℝ, x ≠ 0 → x * (y / x) = y := fun x y h => by field_simp
  induction l with
  | zero =>
    simp only [Finset.range_zero, Finset.sum_empty, mul_zero, pow_zero, one_mul, add_zero,
      Nat.cast_zero, zero_add, Real.Gamma_one_half_eq]
    exact (cancel _ _ (Real.sqrt_pos.mpr Real.pi_pos).ne').symm
  | succ l ih =>
    have hrec := ewaldKernel_recursion hr η l
    have hg : 0 < Real.Gamma ((l : ℝ) + 3 / 2) := Real.Gamma_pos_of_pos (by positivity)
    have hc := cancel _ (r ^ (2 * l) * η ^ (2 * l + 1)) hg.ne'
    have hstep := gamma_step l
    rw [Finset.sum_range_succ,
      show ((l + 1 : ℕ) : ℝ) + 1 / 2 = (l : ℝ) + 3 / 2 by push_cast; ring, mul_add, mul_add,
      mul_add, mul_left_comm (Real.Gamma ((l : ℝ) + 3 / 2)) _ (_ / _), hc, hstep]
    linear_combination r ^ (2 * l) / 2 * hrec + ((l : ℝ) + 1 / 2) * ih

end

end EwaldMultipoleKernel
```

Compiling this gives:

```
Main.lean:85:15: error: Tactic `rewrite` failed: Did not find an occurrence of the pattern
  Real.Gamma (↑l + 3 / 2) * (?m.321 * (?m.323 / ?m.325))
in the target expression
  r ^ (2 * l + 2 * 1) * ewaldKernel r η (l + 1) =
    Real.Gamma (↑l + 3 / 2) * (ewaldKernel r η 0 / √Real.pi) +
      Real.Gamma (↑l + 3 / 2) *
        (Real.exp (-r ^ 2 * η ^ 2) / 2 * ∑ x ∈ Finset.range l, r ^ (2 * x) * η ^ (2 * x + 1) / Real.Gamma (↑x + 3 / 2) +
          Real.exp (-r ^ 2 * η ^ 2) / 2 * (r ^ (2 * l) * η ^ (2 * l + 1) / Real.Gamma (↑l + 3 / 2)))

case succ
r : ℝ
hr : 0 < r
η : ℝ
cancel : ∀ (x y : ℝ), x ≠ 0 → x * (y / x) = y
l : ℕ
ih :
  r ^ (2 * l) * ewaldKernel r η l =
    Real.Gamma (↑l + 1 / 2) *
      (ewaldKernel r η 0 / √Real.pi +
        Real.exp (-r ^ 2 * η ^ 2) / 2 * ∑ k ∈ Finset.range l, r ^ (2 * k) * η ^ (2 * k + 1) / Real.Gamma (↑k + 3 / 2))
hrec :
  2 * r ^ 2 * ewaldKernel r η (l + 1) = (2 * ↑l + 1) * ewaldKernel r η l + η ^ (2 * l + 1) * Real.exp (-r ^ 2 * η ^ 2)
hg : 0 < Real.Gamma (↑l + 3 / 2)
hc : Real.Gamma (↑l + 3 / 2) * (r ^ (2 * l) * η ^ (2 * l + 1) / Real.Gamma (↑l + 3 / 2)) = r ^ (2 * l) * η ^ (2 * l + 1)
hstep : Real.Gamma (↑l + 3 / 2) = (↑l + 1 / 2) * Real.Gamma (↑l + 1 / 2)
⊢ r ^ (2 * l + 2 * 1) * ewaldKernel r η (l + 1) =
    Real.Gamma (↑l + 3 / 2) * (ewaldKernel r η 0 / √Real.pi) +
      Real.Gamma (↑l + 3 / 2) *
        (Real.exp (-r ^ 2 * η ^ 2) / 2 * ∑ x ∈ Finset.range l, r ^ (2 * x) * η ^ (2 * x + 1) / Real.Gamma (↑x + 3 / 2) +
          Real.exp (-r ^ 2 * η ^ 2) / 2 * (r ^ (2 * l) * η ^ (2 * l + 1) / Real.Gamma (↑l + 3 / 2)))
```

Diagnosis. The error says that `rw` with `mul_left_comm` found no product of the form Γ(l + 3/2) * (_ * (_ / _)). Three `mul_add` rewrites were meant to multiply out the right-hand side, but one of them went to the exponent `2 * (l + 1)`, which the printed goal shows as `2 * l + 2 * 1`. That left Γ(l + 3/2) standing in front of a sum of two terms, so the newest term was not yet a separate product with it.

The repair drops the `mul_add` and `mul_left_comm` rewrites, and with them the rewrite by `hc`. `generalize` names the newest quotient `D` in both `hc` and the goal, so `hc` now says that Γ(l + 3/2) * D equals r^(2l) η^(2l+1). Naming it also keeps `rw [hstep]` from altering the Gamma value in its denominator. That rewrite now acts on `hc` as well as the goal, so both have the same Gamma factor. The extra multiple of `hc` in `linear_combination` accounts for the newest term, and the multiplying out is left to the `ring` check that ends that tactic. The added comment is only explanatory.

Lean accepts the file once it reads:

```diff
@@ -82,7 +82,10 @@
     have hstep := gamma_step l
     rw [Finset.sum_range_succ,
-      show ((l + 1 : ℕ) : ℝ) + 1 / 2 = (l : ℝ) + 3 / 2 by push_cast; ring, mul_add, mul_add,
-      mul_add, mul_left_comm (Real.Gamma ((l : ℝ) + 3 / 2)) _ (_ / _), hc, hstep]
+      show ((l + 1 : ℕ) : ℝ) + 1 / 2 = (l : ℝ) + 3 / 2 by push_cast; ring]
+    -- name the newest term of the sum; `hc` records its value
+    generalize r ^ (2 * l) * η ^ (2 * l + 1) / Real.Gamma ((l : ℝ) + 3 / 2) = D at hc ⊢
+    rw [hstep] at hc ⊢
     linear_combination r ^ (2 * l) / 2 * hrec + ((l : ℝ) + 1 / 2) * ih
+      - Real.exp (-r ^ 2 * η ^ 2) / 2 * hc
 
 end
```
